# At an eigenstate of a finite Hermitian matrix, the complex Morse index of the energy is the number of lower eigenvalues

## Stationary energies that are not minima

A search for stationary points of the energy can stop at an excited state and give no sign of it: the gradient vanishes there just as it does at the ground state. The second-order behaviour supplies the missing information. For a Hermitian matrix, take the spaces of variations orthogonal to an eigenstate whose nonzero members all lower the energy: their largest complex dimension equals the number of eigenvalues below that of the eigenstate, counted with multiplicity.

This applies to configuration interaction in a finite basis, where every vector of the space is an allowed trial state. It does not apply to curved families of trial states such as Slater determinants.

## The count in words and in Lean

Let $V$ be a complex inner product space of finite dimension $n$, and $H$ a symmetric operator on it, that is, a Hermitian matrix in an orthonormal basis. The inner product is conjugate-linear in its first slot. Two functions matter:

- `energy H φ` is the Rayleigh quotient $R(\varphi)=\langle\varphi,H\varphi\rangle/\|\varphi\|^2$, so states need not be normalised.
- `excess H E d` is $\langle d,(H-E)d\rangle$ for a real number $E$. In both definitions Lean takes the real part of the inner product, which changes nothing for symmetric $H$.

`numBelow` counts the indices $i$ with eigenvalue $\lambda_i<E$, so a degenerate level counts with its multiplicity.

`morse_index` says that, for every real $E$, this number is the largest dimension of a subspace on which `excess` is negative for all $d\neq0$. `eigenstate_saddle_index` takes $H\psi=E\psi$ with $\psi\ne0$ and says that the same number is the largest dimension of a space of variations orthogonal to $\psi$ whose nonzero members all lower the energy.

The Morse index of a stationary point is the largest dimension of a space of variations on which the second-order change of the function is negative. Here, at an eigenstate $\psi$, that change is $\langle d,(H-E)d\rangle/\|\psi\|^2$. Dimensions in the theorems are complex; if complex variations are counted in real directions, the index is twice as large. For a real symmetric matrix and a real eigenstate, with only real variations allowed, the index is again the number of lower eigenvalues, without the factor of two. The word "saddle" in the name is loose: the ground state has index zero, and at the highest level no variation raises the energy.

The eigenvalues counted are those of the matrix. How they relate to the levels of a Hamiltonian on an infinite-dimensional space is a separate question.

## From the energy change to the count

**Energy change.** Write $A=H-E$. Since $A\psi=0$, we have $A(\psi+d)=Ad$ and $\langle\psi,Ad\rangle=\langle A\psi,d\rangle=0$. Hence $\langle\psi+d,A(\psi+d)\rangle=\langle d,Ad\rangle$, and for $\psi+d\neq0$ division by the squared norm gives

$$R(\psi+d)-E=\frac{\langle d,(H-E)d\rangle}{\|\psi+d\|^2}.$$

For $d$ orthogonal to $\psi$, forgetting that the denominator of $R$ also varies would leave $\langle d,Hd\rangle$ in the numerator. With all eigenvalues positive, every excited state would then look like a minimum.

**Eigenbasis.** Let $b_i$ be orthonormal eigenvectors and $c_i=\langle b_i,d\rangle$. Then

$$\langle d,(H-E)d\rangle=\sum_i(\lambda_i-E)|c_i|^2.$$

**The number is reached.** Let $L$ be the span of the $b_i$ with $\lambda_i<E$. Its dimension is the number of such $i$. For nonzero $d\in L$ only negative terms contribute, and at least one does.

**It is not exceeded.** Let the form be negative on the nonzero vectors of a subspace $S$. Map $d\in S$ to its components $c_i$ with $\lambda_i<E$. If these all vanish, the sum is nonnegative, so $d=0$. The map is injective, and $\dim S\le\dim L$.

**Orthogonality.** For $\lambda_i<E$, symmetry gives $E\langle\psi,b_i\rangle=\langle H\psi,b_i\rangle=\lambda_i\langle\psi,b_i\rangle$, so $\langle\psi,b_i\rangle=0$. Thus $L$ is orthogonal to $\psi$, and by the first step its nonzero members lower the energy. Conversely, if the nonzero members of a space $S$ orthogonal to $\psi$ all lower the energy, the first step makes the form negative on them, so $\dim S\le\dim L$ as before.

Real eigenvalues alone are not enough for the count. The matrix $\begin{pmatrix}1&4\\0&1\end{pmatrix}$ has no eigenvalue below $E=1$, yet $d=(1,-1)$ gives $\langle d,(H-E)d\rangle=-4$.

## The Lean file

```lean
import Mathlib

open Module

namespace RayleighRitzMorseIndex

noncomputable section

variable {V : Type*} [NormedAddCommGroup V] [InnerProductSpace ℂ V]

/-- The quadratic form `⟨d, (H - E) d⟩` of a variation `d` (its real part). -/
def excess (H : V →ₗ[ℂ] V) (E : ℝ) (d : V) : ℝ :=
  (inner ℂ d (H d - (E : ℂ) • d)).re

/-- The real part of the Rayleigh quotient `⟨φ, H φ⟩ / ⟨φ, φ⟩`; for symmetric `H` this is the energy
of a nonzero state `φ`. -/
def energy (H : V →ₗ[ℂ] V) (φ : V) : ℝ :=
  (inner ℂ φ (H φ)).re / ‖φ‖ ^ 2

/-- If `H` is symmetric, `H ψ = E ψ` and `ψ + d ≠ 0`, the energy of `ψ + d` differs from `E`
by exactly `⟨d, (H - E) d⟩ / ‖ψ + d‖²`. -/
theorem energy_add_sub {H : V →ₗ[ℂ] V} (hH : H.IsSymmetric) {E : ℝ} {ψ d : V}
    (hψ : H ψ = (E : ℂ) • ψ) (hne : ψ + d ≠ 0) :
    energy H (ψ + d) - E = excess H E d / ‖ψ + d‖ ^ 2 := by
  -- the term linear in the variation vanishes
  have h1 : inner ℂ ψ (H d - (E : ℂ) • d) = 0 := by
    rw [inner_sub_right, ← hH ψ d, hψ, inner_smul_left, inner_smul_right,
      Complex.conj_ofReal, sub_self]
  have h2 : H (ψ + d) - (E : ℂ) • (ψ + d) = H d - (E : ℂ) • d := by
    rw [map_add, hψ, smul_add]
    abel
  have h3 : excess H E (ψ + d) = excess H E d := by
    unfold excess
    rw [h2, inner_add_left, h1, zero_add]
  have h4 : (inner ℂ (ψ + d) (ψ + d)).re = ‖ψ + d‖ ^ 2 :=
    inner_self_eq_norm_sq (𝕜 := ℂ) (ψ + d)
  have hp : ‖ψ + d‖ ^ 2 ≠ 0 := pow_ne_zero 2 (norm_ne_zero_iff.mpr hne)
  rw [← h3]
  unfold energy excess
  rw [inner_sub_right, inner_smul_right, Complex.sub_re, Complex.re_ofReal_mul, h4,
    sub_div, mul_div_cancel_right₀ _ hp]

/-- For symmetric `H`, a variation `d` orthogonal to an eigenstate `ψ ≠ 0` of eigenvalue `E`
lowers the energy exactly when `⟨d, (H - E) d⟩` is negative. -/
theorem energy_lt_iff {H : V →ₗ[ℂ] V} (hH : H.IsSymmetric) {E : ℝ} {ψ d : V}
    (hψ : H ψ = (E : ℂ) • ψ) (h0 : ψ ≠ 0) (hd : inner ℂ ψ d = 0) :
    energy H (ψ + d) < E ↔ excess H E d < 0 := by
  have hne : ψ + d ≠ 0 := by
    intro h
    have h1 : inner ℂ ψ (ψ + d) = 0 := by rw [h, inner_zero_right]
    rw [inner_add_right, hd, add_zero] at h1
    exact h0 (inner_self_eq_zero.mp h1)
  have hp : 0 < ‖ψ + d‖ ^ 2 := pow_pos (norm_pos_iff.mpr hne) 2
  rw [← sub_lt_zero, energy_add_sub hH hψ hne, div_lt_iff₀ hp, zero_mul]

variable [FiniteDimensional ℂ V] {H : V →ₗ[ℂ] V} {n : ℕ}

/-- The number of eigenvalues of `H` below `E`, counted with multiplicity. -/
def numBelow (hH : H.IsSymmetric) (hn : finrank ℂ V = n) (E : ℝ) : ℕ :=
  Fintype.card {i : Fin n // hH.eigenvalues hn i < E}

/-- The space spanned by the members of an orthonormal eigenbasis with eigenvalue below `E`. -/
def lowerSpace (hH : H.IsSymmetric) (hn : finrank ℂ V = n) (E : ℝ) : Submodule ℂ V :=
  Submodule.span ℂ (Set.range
    fun i : {i : Fin n // hH.eigenvalues hn i < E} => hH.eigenvectorBasis hn i.1)

/-- In an orthonormal eigenbasis `b` of a symmetric `H`, the form `⟨d, (H - E) d⟩` is the sum
of `(λ_i - E) |⟨b_i, d⟩|²`. -/
theorem excess_eq_sum (hH : H.IsSymmetric) (hn : finrank ℂ V = n) (E : ℝ) (d : V) :
    excess H E d = ∑ i, (hH.eigenvalues hn i - E) *
      ‖inner ℂ (hH.eigenvectorBasis hn i) d‖ ^ 2 := by
  unfold excess
  rw [← (hH.eigenvectorBasis hn).sum_inner_mul_inner d (H d - (E : ℂ) • d), Complex.re_sum]
  refine Finset.sum_congr rfl fun i _ => ?_
  have he : H (hH.eigenvectorBasis hn i) =
      ((hH.eigenvalues hn i : ℝ) : ℂ) • hH.eigenvectorBasis hn i :=
    hH.apply_eigenvectorBasis hn i
  have h1 : inner ℂ (hH.eigenvectorBasis hn i) (H d) =
      ((hH.eigenvalues hn i : ℝ) : ℂ) * inner ℂ (hH.eigenvectorBasis hn i) d := by
    rw [← hH (hH.eigenvectorBasis hn i) d, he, inner_smul_left, Complex.conj_ofReal]
  rw [inner_sub_right, inner_smul_right, h1,
    ← inner_conj_symm d (hH.eigenvectorBasis hn i), Complex.sq_norm, Complex.normSq_apply]
  generalize inner ℂ (hH.eigenvectorBasis hn i) d = z
  simp only [Complex.mul_re, Complex.sub_re, Complex.sub_im, Complex.mul_im, Complex.conj_re,
    Complex.conj_im, Complex.ofReal_re, Complex.ofReal_im]
  ring

/-- A state orthogonal to every basis eigenvector below `E` is orthogonal to their span. -/
theorem inner_lowerSpace (hH : H.IsSymmetric) (hn : finrank ℂ V = n) {E : ℝ} {φ d : V}
    (h : ∀ i, hH.eigenvalues hn i < E → inner ℂ φ (hH.eigenvectorBasis hn i) = 0)
    (hd : d ∈ lowerSpace hH hn E) : inner ℂ φ d = 0 := by
  unfold lowerSpace at hd
  induction hd using Submodule.span_induction with
  | mem x hx =>
    obtain ⟨i, rfl⟩ := hx
    exact h i.1 i.2
  | zero => exact inner_zero_right _
  | add x y _ _ hx hy => rw [inner_add_right, hx, hy, add_zero]
  | smul a x _ hx => rw [inner_smul_right, hx, mul_zero]

/-- For symmetric `H`, the form `⟨d, (H - E) d⟩` is negative for every nonzero `d` in the span
of the basis eigenvectors below `E`. -/
theorem excess_neg_of_mem (hH : H.IsSymmetric) (hn : finrank ℂ V = n) {E : ℝ} {d : V}
    (hd : d ∈ lowerSpace hH hn E) (h0 : d ≠ 0) : excess H E d < 0 := by
  have hex : ∃ i, inner ℂ (hH.eigenvectorBasis hn i) d ≠ 0 := by
    by_contra hc
    have hz : ∀ i, inner ℂ (hH.eigenvectorBasis hn i) d = 0 :=
      fun i => not_not.mp fun hi => hc ⟨i, hi⟩
    apply h0
    rw [← (hH.eigenvectorBasis hn).sum_repr' d]
    exact Finset.sum_eq_zero fun i _ => by rw [hz i, zero_smul]
  -- only eigenvectors below E contribute to d
  have key : ∀ j, inner ℂ (hH.eigenvectorBasis hn j) d ≠ 0 → hH.eigenvalues hn j < E := by
    intro j hj
    by_contra hc
    refine hj (inner_lowerSpace hH hn (fun k hk => ?_) hd)
    have hjk : j ≠ k := by
      rintro rfl
      exact hc hk
    exact (hH.eigenvectorBasis hn).orthonormal.2 hjk
  obtain ⟨i, hi⟩ := hex
  rw [excess_eq_sum hH hn]
  calc _ < ∑ _j : Fin n, (0 : ℝ) := by
        refine Finset.sum_lt_sum (fun j _ => ?_) ⟨i, Finset.mem_univ i, ?_⟩
        · by_cases hj : inner ℂ (hH.eigenvectorBasis hn j) d = 0
          · simp [hj]
          · exact mul_nonpos_of_nonpos_of_nonneg (by linarith [key j hj]) (sq_nonneg _)
        · exact mul_neg_of_neg_of_pos (by linarith [key i hi])
            (pow_pos (norm_pos_iff.mpr hi) 2)
    _ = 0 := by simp

/-- For symmetric `H`, the number of eigenvalues below `E`, with multiplicity, is the largest
complex dimension of a subspace on which `⟨d, (H - E) d⟩ < 0` for all nonzero `d`. -/
theorem morse_index (hH : H.IsSymmetric) (hn : finrank ℂ V = n) (E : ℝ) :
    IsGreatest {k : ℕ | ∃ S : Submodule ℂ V,
      (∀ d ∈ S, d ≠ 0 → excess H E d < 0) ∧ finrank ℂ S = k} (numBelow hH hn E) := by
  constructor
  · refine ⟨lowerSpace hH hn E, fun d hd h0 => excess_neg_of_mem hH hn hd h0, ?_⟩
    exact finrank_span_eq_card ((hH.eigenvectorBasis hn).orthonormal.linearIndependent.comp
      Subtype.val Subtype.val_injective)
  · rintro k ⟨S, hS, rfl⟩
    -- components along the eigenvectors below E determine a vector of S
    let f : S →ₗ[ℂ] ({i : Fin n // hH.eigenvalues hn i < E} → ℂ) :=
      { toFun := fun d i => inner ℂ (hH.eigenvectorBasis hn i.1) (d : V)
        map_add' := fun x y => funext fun i => inner_add_right _ _ _
        map_smul' := fun a x => funext fun i => inner_smul_right _ _ _ }
    have hf : Function.Injective f := by
      rw [injective_iff_map_eq_zero]
      intro d hd
      by_contra h0
      have hneg := hS d d.2 (fun h => h0 (Subtype.ext h))
      rw [excess_eq_sum hH hn] at hneg
      refine not_le_of_gt hneg (Finset.sum_nonneg fun i _ => ?_)
      by_cases hi : hH.eigenvalues hn i < E
      · have hz : inner ℂ (hH.eigenvectorBasis hn i) (d : V) = 0 := congrFun hd ⟨i, hi⟩
        simp [hz]
      · exact mul_nonneg (by linarith [not_lt.mp hi]) (sq_nonneg _)
    have h := LinearMap.finrank_le_finrank_of_injective hf
    rwa [finrank_fintype_fun_eq_card] at h

/-- For symmetric `H`, an eigenstate of eigenvalue `E` is orthogonal to the span of the basis
eigenvectors below `E`. -/
theorem eigenstate_orthogonal (hH : H.IsSymmetric) (hn : finrank ℂ V = n) {E : ℝ} {ψ d : V}
    (hψ : H ψ = (E : ℂ) • ψ) (hd : d ∈ lowerSpace hH hn E) : inner ℂ ψ d = 0 := by
  refine inner_lowerSpace hH hn (fun i hi => ?_) hd
  have he : H (hH.eigenvectorBasis hn i) =
      ((hH.eigenvalues hn i : ℝ) : ℂ) • hH.eigenvectorBasis hn i :=
    hH.apply_eigenvectorBasis hn i
  have h := hH ψ (hH.eigenvectorBasis hn i)
  rw [hψ, he, inner_smul_left, inner_smul_right, Complex.conj_ofReal] at h
  by_contra hz
  exact hi.ne' (Complex.ofReal_injective (mul_right_cancel₀ hz h))

/-- For symmetric `H` and an eigenstate `ψ ≠ 0` of eigenvalue `E`, the number of eigenvalues
below `E`, with multiplicity, is the largest complex dimension of a space of variations
orthogonal to `ψ` whose nonzero members all lower the energy. -/
theorem eigenstate_saddle_index (hH : H.IsSymmetric) (hn : finrank ℂ V = n) {E : ℝ} {ψ : V}
    (hψ : H ψ = (E : ℂ) • ψ) (h0 : ψ ≠ 0) :
    IsGreatest {k : ℕ | ∃ S : Submodule ℂ V, (∀ d ∈ S, inner ℂ ψ d = 0) ∧
      (∀ d ∈ S, d ≠ 0 → energy H (ψ + d) < E) ∧ finrank ℂ S = k} (numBelow hH hn E) := by
  constructor
  · refine ⟨lowerSpace hH hn E, fun d hd => eigenstate_orthogonal hH hn hψ hd,
      fun d hd hd0 => ?_, ?_⟩
    · exact (energy_lt_iff hH hψ h0 (eigenstate_orthogonal hH hn hψ hd)).mpr
        (excess_neg_of_mem hH hn hd hd0)
    · exact finrank_span_eq_card ((hH.eigenvectorBasis hn).orthonormal.linearIndependent.comp
        Subtype.val Subtype.val_injective)
  · rintro k ⟨S, hS, hlow, hk⟩
    exact (morse_index hH hn E).2
      ⟨S, fun d hd hd0 => (energy_lt_iff hH hψ h0 (hS d hd)).mp (hlow d hd hd0), hk⟩

/-- For symmetric `H` with some eigenvalue below `E`, an eigenstate `ψ ≠ 0` of eigenvalue `E`
has arbitrarily small variations that lower its energy. -/
theorem excited_not_local_min (hH : H.IsSymmetric) (hn : finrank ℂ V = n) {E : ℝ} {ψ : V}
    (hψ : H ψ = (E : ℂ) • ψ) (h0 : ψ ≠ 0) {i : Fin n} (hi : hH.eigenvalues hn i < E)
    {ε : ℝ} (hε : 0 < ε) : ∃ d : V, ‖d‖ < ε ∧ energy H (ψ + d) < E := by
  have hmem : ((ε / 2 : ℝ) : ℂ) • hH.eigenvectorBasis hn i ∈ lowerSpace hH hn E :=
    Submodule.smul_mem _ _ (Submodule.subset_span ⟨⟨i, hi⟩, rfl⟩)
  have hnorm : ‖((ε / 2 : ℝ) : ℂ) • hH.eigenvectorBasis hn i‖ = ε / 2 := by
    rw [norm_smul, (hH.eigenvectorBasis hn).orthonormal.1 i, mul_one, Complex.norm_real,
      Real.norm_of_nonneg (by positivity)]
  refine ⟨_, by rw [hnorm]; linarith, ?_⟩
  refine (energy_lt_iff hH hψ h0 (eigenstate_orthogonal hH hn hψ hmem)).mpr
    (excess_neg_of_mem hH hn hmem ?_)
  rw [← norm_pos_iff, hnorm]
  positivity

end

end RayleighRitzMorseIndex
```

```lean
#print axioms RayleighRitzMorseIndex.eigenstate_saddle_index
#print axioms RayleighRitzMorseIndex.excited_not_local_min
```

```
'RayleighRitzMorseIndex.eigenstate_saddle_index' depends on axioms: [propext, Classical.choice, Quot.sound]
'RayleighRitzMorseIndex.excited_not_local_min' depends on axioms: [propext, Classical.choice, Quot.sound]
```

## How the lemmas fit together

`energy_add_sub` is the energy identity; its `h1` removes the linear term. `energy_lt_iff` turns it into a statement about signs, after using orthogonality to show $\psi+d\neq0$.

`excess_eq_sum` is the eigenbasis expansion. `inner_lowerSpace` extends orthogonality from the basis vectors to their span `lowerSpace`, the $L$ above, by `Submodule.span_induction`. `excess_neg_of_mem` uses this to show that only components below $E$ survive, and `Finset.sum_lt_sum` then makes the sum strictly negative.

In `morse_index`, `IsGreatest` splits into the two halves of the argument. The first supplies `lowerSpace`; the second builds the component map `f` and compares dimensions through its injectivity.

`eigenstate_orthogonal` places `lowerSpace` orthogonal to $\psi$, and `eigenstate_saddle_index` translates both halves through `energy_lt_iff`. Finally, `excited_not_local_min` takes $d=(\varepsilon/2)\,b_i$ with $\lambda_i<E$: a variation shorter than any given $\varepsilon>0$ that lowers the energy.
